# At fixed particle number, a uniform potential shift moves the lattice ground-state energy by Nc and keeps the ground states

Let a lattice Hamiltonian be $H(v)=H_0+\sum_i v_i n_i$, where $v_i$ is a real potential on site $i$, $n_i$ is the occupation operator of that site, and $H_0$ holds everything that does not depend on $v$, such as hopping and interaction. Suppose that the state space is not just the zero vector, that all operators are bounded and that the occupations add up to a fixed particle number $N$ on the whole space,

$$\sum_i n_i = N\,\mathbb 1 .$$

Write $E(v)$ for the infimum of the energy expectation over unit vectors, and $v+c$ for the potential with the real number $c$ added on every site. Then

$$E(v+c)=E(v)+Nc,$$

and $H(v+c)$ and $H(v)$ have the same ground states and the same set of ground-state densities.

The condition on $\sum_i n_i$ says that every state in the space holds exactly $N$ particles. It describes a calculation in one particle-number sector, not one in the full Fock space.

## Potential inversion and energy comparisons

In lattice density functional theory at fixed $N$, a code that searches for a potential reproducing a given density can determine that potential at best up to a constant. The search therefore has a flat direction, which can be removed by a convention such as zero average potential over the sites.

The energy formula matters when two programs place the zero of the site potential differently. The ground-state energies of their lattice Hamiltonians then differ by $Nc$ even if everything else agrees, and this amount has to be subtracted before the comparison.

The result also gives a cheap regression check for an exact-diagonalisation code working in one number sector: add $c$ to every site, rerun, and compare. The energy should move by $Nc$ to within numerical error. If the ground state is degenerate, the density returned by the solver may change, because the solver may pick another member of the same set of ground states. It is the set that stays fixed.

## From the number constraint to the energy shift

**The Hamiltonian.** Separate the uniform part of the potential and use the constraint:

$$H(v+c)=H_0+\sum_i v_i n_i+c\sum_i n_i=H(v)+Nc\,\mathbb 1 .$$

**Expectation values.** For an operator $A$ and a vector $\psi$, put $e_A(\psi)=\operatorname{Re}\langle\psi,A\psi\rangle$. If $a$ is real and $\|\psi\|=1$, then

$$e_{A+a\mathbb 1}(\psi)=e_A(\psi)+a\|\psi\|^2=e_A(\psi)+a .$$

With $A=H(v)$ and $a=Nc$, every unit vector has its energy moved by the same amount.

**The ground states.** A ground state is a unit vector $\psi$ with $e_A(\psi)\le e_A(\varphi)$ for every unit vector $\varphi$. For the shifted Hamiltonian this inequality reads

$$e_{H(v)}(\psi)+Nc\le e_{H(v)}(\varphi)+Nc ,$$

and $Nc$ cancels. The two Hamiltonians therefore have the same minimisers. The density of $\psi$ is the list of numbers $e_{n_i}(\psi)$, which does not involve $v$, so the sets of ground-state densities agree too.

**The energy.** For a unit vector, the Cauchy–Schwarz inequality gives

$$|e_A(\psi)|\le\|\psi\|\,\|A\psi\|\le\|A\| ,$$

so the energies are bounded below by $-\|A\|$. A nonzero space contains a unit vector, namely $x/\|x\|$ for any $x\neq0$. The infimum is thus taken over a nonempty set of numbers that is bounded below, and adding $Nc$ to each number adds $Nc$ to the infimum. This is the energy formula.

**The sum of the density.** For a unit vector,

$$\sum_i e_{n_i}(\psi)=e_{N\mathbb 1}(\psi)=N .$$

**Existence in finite dimension.** The unit sphere of a nonzero finite-dimensional space is compact and $e_A$ is continuous, so $e_A$ attains its minimum there. The minimiser is a ground state, and its energy equals the infimum.

**One particle.** Let $\psi$ have the amplitude $\psi_i$ on site $i$, let $b_i$ be the basis vector of that site, and put $n_i\psi=\psi_i b_i$. Then $\sum_i n_i\psi=\sum_i\psi_i b_i=\psi$, which is the constraint with $N=1$. The density is

$$\langle\psi,\psi_i b_i\rangle=\psi_i\overline{\psi_i}=|\psi_i|^2 .$$

**A level with variable occupation.** Take two basis states, 0 for an empty level and 1 for an occupied one. Let $H_0=0$, and let the only occupation operator project onto state 1. The energy of a unit vector at potential $v$ is $v|\psi_1|^2$. At $v=1$ the empty state has energy $0$ and is a ground state. After the shift $c=-2$ the potential is $-1$, the occupied state has energy $-1$, and the empty state is no longer a ground state. The particle number is not fixed here, and the uniform shift acts like a change of chemical potential.

## The Lean file

```lean
import Mathlib

open scoped InnerProductSpace

namespace LatticeDFTGauge

noncomputable section

variable {ι ℋ : Type*} [Fintype ι] [NormedAddCommGroup ℋ] [InnerProductSpace ℂ ℋ]

/-- The lattice Hamiltonian `H(v) = H₀ + ∑ v_i n_i` with a real potential `v` on the sites. -/
def hamiltonian (H₀ : ℋ →L[ℂ] ℋ) (n : ι → ℋ →L[ℂ] ℋ) (v : ι → ℝ) : ℋ →L[ℂ] ℋ :=
  H₀ + ∑ i, (v i : ℂ) • n i

/-- The real part of the expectation value of `A` in the state `ψ`. -/
def expectation (A : ℋ →L[ℂ] ℋ) (ψ : ℋ) : ℝ := (⟪ψ, A ψ⟫_ℂ).re

/-- The infimum of the expectation value of `A` over all unit vectors. -/
def groundEnergy (A : ℋ →L[ℂ] ℋ) : ℝ := ⨅ ψ : {ψ : ℋ // ‖ψ‖ = 1}, expectation A ψ.1

/-- A ground state of `A` is a unit vector that minimises the expectation value of `A`
among all unit vectors. -/
def IsGroundState (A : ℋ →L[ℂ] ℋ) (ψ : ℋ) : Prop :=
  ‖ψ‖ = 1 ∧ ∀ φ : ℋ, ‖φ‖ = 1 → expectation A ψ ≤ expectation A φ

/-- The site density of the state `ψ`: the expectation value of each site occupation. -/
def density (n : ι → ℋ →L[ℂ] ℋ) (ψ : ℋ) : ι → ℝ := fun i => expectation (n i) ψ

/-- The set of densities of all ground states of `H(v)`. -/
def groundDensities (H₀ : ℋ →L[ℂ] ℋ) (n : ι → ℋ →L[ℂ] ℋ) (v : ι → ℝ) : Set (ι → ℝ) :=
  density n '' {ψ | IsGroundState (hamiltonian H₀ n v) ψ}

/-- At fixed particle number `N`, shifting the potential by `c` on every site adds the
constant `N c` to the Hamiltonian. -/
theorem hamiltonian_shift (H₀ : ℋ →L[ℂ] ℋ) (n : ι → ℋ →L[ℂ] ℋ) (N : ℕ)
    (hN : ∑ i, n i = (N : ℂ) • (1 : ℋ →L[ℂ] ℋ)) (v : ι → ℝ) (c : ℝ) :
    hamiltonian H₀ n (fun i => v i + c)
      = hamiltonian H₀ n v + ((N * c : ℝ) : ℂ) • (1 : ℋ →L[ℂ] ℋ) := by
  -- split off the uniform part of the potential
  have h : ∑ i, ((v i + c : ℝ) : ℂ) • n i
      = ∑ i, (v i : ℂ) • n i + (c : ℂ) • ∑ i, n i := by
    rw [Finset.smul_sum, ← Finset.sum_add_distrib]
    refine Finset.sum_congr rfl fun i _ => ?_
    rw [Complex.ofReal_add, add_smul]
  simp only [hamiltonian]
  rw [h, hN, smul_smul, ← add_assoc, Complex.ofReal_mul, Complex.ofReal_natCast,
    mul_comm (c : ℂ) (N : ℂ)]

/-- Adding a real constant to an operator adds that constant to its expectation value in
every unit vector. -/
theorem expectation_add_const (A : ℋ →L[ℂ] ℋ) (a : ℝ) {ψ : ℋ} (hψ : ‖ψ‖ = 1) :
    expectation (A + (a : ℂ) • (1 : ℋ →L[ℂ] ℋ)) ψ = expectation A ψ + a := by
  have h : (A + (a : ℂ) • (1 : ℋ →L[ℂ] ℋ)) ψ = A ψ + (a : ℂ) • ψ := rfl
  rw [expectation, h, inner_add_right, inner_smul_right, inner_self_eq_norm_sq_to_K, hψ]
  simp [expectation]

/-- At fixed particle number `N`, the density of every unit vector sums to `N`. -/
theorem sum_density (n : ι → ℋ →L[ℂ] ℋ) (N : ℕ)
    (hN : ∑ i, n i = (N : ℂ) • (1 : ℋ →L[ℂ] ℋ)) {ψ : ℋ} (hψ : ‖ψ‖ = 1) :
    ∑ i, density n ψ i = N := by
  have h1 : ∑ i, density n ψ i = expectation (∑ i, n i) ψ := by
    simp [density, expectation, sum_apply]
  have h2 := expectation_add_const (0 : ℋ →L[ℂ] ℋ) (N : ℝ) hψ
  rw [zero_add, Complex.ofReal_natCast] at h2
  rw [h1, hN, h2]
  simp [expectation]

/-- The expectation values of a bounded operator over unit vectors are bounded below. -/
theorem bddBelow_expectation (A : ℋ →L[ℂ] ℋ) :
    BddBelow (Set.range fun ψ : {ψ : ℋ // ‖ψ‖ = 1} => expectation A ψ.1) := by
  refine ⟨-‖A‖, ?_⟩
  rintro _ ⟨⟨ψ, hψ⟩, rfl⟩
  have h1 := Complex.abs_re_le_norm (⟪ψ, A ψ⟫_ℂ)
  have h2 := norm_inner_le_norm (𝕜 := ℂ) ψ (A ψ)
  have h3 := A.le_opNorm ψ
  rw [hψ, one_mul] at h2
  rw [hψ, mul_one] at h3
  have h4 := neg_abs_le (⟪ψ, A ψ⟫_ℂ).re
  change -‖A‖ ≤ (⟪ψ, A ψ⟫_ℂ).re
  linarith

/-- A nonzero state space contains a unit vector. -/
theorem exists_unit [Nontrivial ℋ] : ∃ ψ : ℋ, ‖ψ‖ = 1 := by
  obtain ⟨x, hx⟩ := exists_ne (0 : ℋ)
  refine ⟨((‖x‖ : ℂ)⁻¹) • x, ?_⟩
  rw [norm_smul, norm_inv, Complex.norm_real, norm_norm,
    inv_mul_cancel₀ (norm_ne_zero_iff.2 hx)]

/-- On a nonzero finite-dimensional state space a ground state exists, and its expectation
value is the ground-state energy. -/
theorem exists_groundState [Nontrivial ℋ] [FiniteDimensional ℂ ℋ] (A : ℋ →L[ℂ] ℋ) :
    ∃ ψ, IsGroundState A ψ ∧ expectation A ψ = groundEnergy A := by
  have : ProperSpace ℋ := FiniteDimensional.proper ℂ ℋ
  obtain ⟨χ, hχ⟩ := exists_unit (ℋ := ℋ)
  have : Nonempty {ψ : ℋ // ‖ψ‖ = 1} := ⟨⟨χ, hχ⟩⟩
  have hc : Continuous fun ψ : ℋ => ⟪ψ, A ψ⟫_ℂ := by fun_prop
  have hc' : Continuous (expectation A) := Complex.continuous_re.comp hc
  -- the unit sphere is compact, so the minimum is attained
  obtain ⟨ψ, hψ, hm⟩ := (isCompact_sphere (0 : ℋ) 1).exists_isMinOn
    ⟨χ, mem_sphere_zero_iff_norm.2 hχ⟩ hc'.continuousOn
  have h1 : ‖ψ‖ = 1 := mem_sphere_zero_iff_norm.1 hψ
  have h2 : ∀ φ : ℋ, ‖φ‖ = 1 → expectation A ψ ≤ expectation A φ :=
    fun φ hφ => hm (mem_sphere_zero_iff_norm.2 hφ)
  exact ⟨ψ, ⟨h1, h2⟩, le_antisymm (le_ciInf fun φ => h2 φ.1 φ.2)
    (ciInf_le (bddBelow_expectation A) ⟨ψ, h1⟩)⟩

/-- On a nonzero state space with fixed particle number `N`, a uniform shift `c` of the potential
changes the ground-state energy by `N c` and leaves the ground states and their densities unchanged.
-/
theorem gauge_shift [Nontrivial ℋ] (H₀ : ℋ →L[ℂ] ℋ) (n : ι → ℋ →L[ℂ] ℋ) (N : ℕ)
    (hN : ∑ i, n i = (N : ℂ) • (1 : ℋ →L[ℂ] ℋ)) (v : ι → ℝ) (c : ℝ) :
    groundEnergy (hamiltonian H₀ n (fun i => v i + c))
        = groundEnergy (hamiltonian H₀ n v) + N * c ∧
    (∀ ψ, IsGroundState (hamiltonian H₀ n (fun i => v i + c)) ψ
        ↔ IsGroundState (hamiltonian H₀ n v) ψ) ∧
    groundDensities H₀ n (fun i => v i + c) = groundDensities H₀ n v := by
  have hs := hamiltonian_shift H₀ n N hN v c
  -- all expectation values move together, so their order is unchanged
  have hg : ∀ ψ, IsGroundState (hamiltonian H₀ n (fun i => v i + c)) ψ
      ↔ IsGroundState (hamiltonian H₀ n v) ψ := by
    intro ψ
    rw [hs]
    refine and_congr_right fun h => forall₂_congr fun φ hφ => ?_
    rw [expectation_add_const _ _ h, expectation_add_const _ _ hφ, add_le_add_iff_right]
  refine ⟨?_, hg, ?_⟩
  · obtain ⟨χ, hχ⟩ := exists_unit (ℋ := ℋ)
    have : Nonempty {ψ : ℋ // ‖ψ‖ = 1} := ⟨⟨χ, hχ⟩⟩
    rw [hs, groundEnergy, groundEnergy, ciInf_add (bddBelow_expectation _)]
    exact iInf_congr fun ψ => expectation_add_const _ _ ψ.2
  · simp only [groundDensities, hg]

/-- The occupation of site `i` for one particle on a lattice: the projection onto site `i`. -/
def siteNumber [DecidableEq ι] (i : ι) : EuclideanSpace ℂ ι →L[ℂ] EuclideanSpace ℂ ι :=
  (EuclideanSpace.proj i : EuclideanSpace ℂ ι →L[ℂ] ℂ).smulRight
    (EuclideanSpace.single i (1 : ℂ))

/-- The expectation value of the occupation of site `i` is `|ψ_i|²`. -/
theorem expectation_siteNumber [DecidableEq ι] (i : ι) (ψ : EuclideanSpace ℂ ι) :
    expectation (siteNumber i) ψ = ‖ψ i‖ ^ 2 := by
  have h : siteNumber i ψ = ψ i • EuclideanSpace.single i (1 : ℂ) := rfl
  rw [expectation, h, inner_smul_right, EuclideanSpace.inner_single_right, one_mul,
    Complex.mul_conj, Complex.ofReal_re, Complex.normSq_eq_norm_sq]

/-- For one particle on a finite lattice the site occupations sum to `1` times the identity. -/
theorem gauge_shift_witness [DecidableEq ι] :
    ∑ i : ι, siteNumber i
      = ((1 : ℕ) : ℂ) • (1 : EuclideanSpace ℂ ι →L[ℂ] EuclideanSpace ℂ ι) := by
  refine ContinuousLinearMap.ext fun ψ => ?_
  ext j
  simp [siteNumber, sum_apply, Pi.single_apply]

/-- For a two-state system with `H₀ = 0` whose single occupation operator projects onto state `1`,
state `0` is a ground state at potential `1` but not after the uniform shift by `-2`. -/
theorem shift_changes_groundState :
    IsGroundState (hamiltonian 0 (fun _ : Unit => siteNumber (1 : Fin 2)) (fun _ => 1))
      (EuclideanSpace.single 0 1) ∧
    ¬ IsGroundState
      (hamiltonian 0 (fun _ : Unit => siteNumber (1 : Fin 2)) (fun _ => 1 + (-2)))
      (EuclideanSpace.single 0 1) := by
  have key : ∀ (c : ℝ) (ψ : EuclideanSpace ℂ (Fin 2)),
      expectation (hamiltonian 0 (fun _ : Unit => siteNumber (1 : Fin 2)) (fun _ => c)) ψ
        = c * ‖ψ 1‖ ^ 2 := by
    intro c ψ
    rw [← expectation_siteNumber]
    simp [hamiltonian, expectation]
  have h0 : (EuclideanSpace.single (0 : Fin 2) (1 : ℂ)) 1 = 0 := by simp
  have h1 : (EuclideanSpace.single (1 : Fin 2) (1 : ℂ)) 1 = 1 := by simp
  refine ⟨⟨by simp, fun φ _ => ?_⟩, fun h => ?_⟩
  · rw [key, key, h0, norm_zero]
    linarith [sq_nonneg ‖φ 1‖]
  · -- the occupied state has lower energy once the level is attractive
    have h2 := h.2 (EuclideanSpace.single 1 1) (by simp)
    rw [key, key, h0, h1] at h2
    norm_num at h2

end

end LatticeDFTGauge
```

```lean
#print axioms LatticeDFTGauge.sum_density
#print axioms LatticeDFTGauge.exists_groundState
#print axioms LatticeDFTGauge.gauge_shift
#print axioms LatticeDFTGauge.shift_changes_groundState
```

```
'LatticeDFTGauge.sum_density' depends on axioms: [propext, Classical.choice, Quot.sound]
'LatticeDFTGauge.exists_groundState' depends on axioms: [propext, Classical.choice, Quot.sound]
'LatticeDFTGauge.gauge_shift' depends on axioms: [propext, Classical.choice, Quot.sound]
'LatticeDFTGauge.shift_changes_groundState' depends on axioms: [propext, Classical.choice, Quot.sound]
```

## Scope of `gauge_shift` and how its proof runs

The state space `ℋ` is a complex inner product space, and the sites form a finite type `ι`. The type `ℋ →L[ℂ] ℋ` contains the continuous linear maps, which are the bounded operators. The space may have infinite dimension. In Mathlib the inner product is linear in its second argument, as in the bracket notation of physics.

The main theorem, `gauge_shift`, takes the number constraint as the hypothesis `hN`, with `N` a natural number. It holds for every real potential `v` and every real `c`, and its conclusion has three parts:

- `groundEnergy` changes by `N * c`;
- a vector satisfies `IsGroundState` for the shifted Hamiltonian exactly when it does for the original one;
- the two sets `groundDensities` are equal.

The assumption `[Nontrivial ℋ]` says that the space is not just the zero vector. Without a unit vector, Lean would assign the infimum the value 0 for both potentials, and the energy formula would fail whenever $Nc\neq0$.

The theorem asks less of the operators than the physics does. `H₀` and the `n i` need not be Hermitian, and the occupations need not commute or have whole-number eigenvalues. The proof uses only their sum. Hermiticity can be dropped because `expectation` takes the real part of the inner product, so the energies are real numbers in any case. For a Hermitian matrix the minimum is the lowest eigenvalue, a standard fact that the file neither states nor needs.

### The steps in Lean

`hamiltonian_shift` is the operator identity. Its inner statement `h` splits the sum over sites into the old potential term and $c\sum_i n_i$, and rewriting with `hN` then turns the second term into a multiple of the identity. `expectation_add_const` computes the effect of such a multiple on a unit vector, using linearity of the inner product and $\|\psi\|=1$.

In `gauge_shift`, the statement `hg` is the equivalence of ground states. Both expectation values are rewritten with `expectation_add_const`, and `add_le_add_iff_right` cancels the common constant. For the energy, `exists_unit` supplies a unit vector and `bddBelow_expectation` supplies the bound $-\|A\|$. With these, `ciInf_add` takes the constant inside the infimum, and the two infima are compared vector by vector. The equality of the density sets follows from `hg`, since both are images of the same set of states.

The remaining theorems follow the derivation above. `sum_density` applies `expectation_add_const` to the zero operator with the constant $N$. `exists_groundState` uses compactness of the unit sphere, and two opposite inequalities identify the minimum with `groundEnergy`. `expectation_siteNumber` gives the density $|\psi_i|^2$, and `gauge_shift_witness` checks the constraint for one particle by comparing components. In `shift_changes_groundState`, the statement `key` is the formula $v|\psi_1|^2$, which is then evaluated at the two potentials.

### Limits for a simulation code

The theorem concerns exact operators. It says nothing about rounding, the convergence of an eigensolver, or which vector a solver returns from a degenerate ground space.

`H₀` is the same operator before and after the shift. A self-consistent calculation, in which the effective potential depends on the density, is covered only for a single diagonalisation with that potential held fixed.

A code that works in Fock space has to restrict the problem to one particle-number sector before the theorem applies. This requires an `H₀` that conserves particle number, so that the restricted operator acts within the sector. Continuum Hamiltonians with an unbounded kinetic energy do not fit the operator type used here.

In infinite dimension there may be no ground state at all. The energy formula still holds for the infimum, while both sets of ground states are then empty.

Finally, the theorem goes from potentials to densities: potentials that differ by a constant give the same ground-state densities. The Hohenberg–Kohn question runs the other way, asking whether a shared ground-state density forces two potentials to differ only by a constant, and `gauge_shift` does not answer it.
